# Softened repulsion on a thin wire: a logarithmic divergence for two independent, uniformly distributed particles, a bound C/3 for pair factors below C(x − y)²

Put one particle at the end x = 0 of a wire of unit length and spread a second one uniformly over it. If the wire has width w > 0 and the repulsion at separation u is 1/√(u² + w²), the energy is

    ∫₀¹ dy / √(y² + w²) = arsinh(1/w),

which grows without limit as the wire gets thinner. Give the second particle the density 3y² instead, which vanishes at the first, and the energy stays below ∫₀¹ 3y dy = 3/2 at every width.

I believe the same happens when both particles are spread over the wire: the uniform pair energy diverges like 2 log(2/w), while a Pauli-like pair factor that vanishes quadratically at contact keeps the energy bounded. Can this be made rigorous, with the exact constants, and checked by machine?

## Two integrations and a pointwise bound

Yes, for this softened kernel and a prescribed pair factor. Let x and y be the two positions in [0,1], and let J(w) be the integral of 1/√((x − y)² + w²) over the unit square. Define

    A(u) = arsinh(u/w),
    B(u) = u A(u) − √(u² + w²).

Differentiation gives

    A′(u) = (1/w) / √(1 + (u/w)²) = 1/√(u² + w²),
    B′(u) = A(u) + u/√(u² + w²) − u/√(u² + w²) = A(u).

With u = x − y, the integral over y is A(x) − A(x − 1). The integral over x is then

    J(w) = [B(1) − B(0)] − [B(0) − B(−1)] = B(1) + B(−1) − 2B(0).

Since arsinh is odd, B(−1) = B(1) = arsinh(1/w) − √(1 + w²), and B(0) = −w. Therefore

    J(w) = 2(arsinh(1/w) − √(1 + w²) + w).

For small w, write arsinh as a logarithm:

    arsinh(1/w) = log((1 + √(1 + w²))/w)
                = log((1 + √(1 + w²))/2) + log(2/w).

Subtracting 2 log(2/w) from J(w) leaves

    2(log((1 + √(1 + w²))/2) − √(1 + w²) + w),

which is continuous in w and equals 2(0 − 1 + 0) = −2 at w = 0.

Now insert a measurable factor g with 0 ≤ g ≤ C(x − y)². Let r = |x − y| and s = √(r² + w²). Because r ≤ s,

    g/s ≤ C r²/s ≤ C r.

The mean of r over the square follows from

    ∫₀¹ |x − y| dy = x²/2 + (1 − x)²/2 = x² − x + 1/2,
    ∫₀¹ (x² − x + 1/2) dx = 1/3.

The energy thus lies between 0 and C/3. To see that the constant is sharp, take g = C r² with C ≥ 0. Since r ≤ s ≤ r + w,

    r² − (r − w)s = r(r + w − s) + w(s − r) ≥ 0,

so r²/s ≥ r − w. The energy lies between C(1/3 − w) and C/3, and tends to C/3 as w decreases to 0.

## The wire, its width and the pair factor in Lean

`unitSquare` is the set of position pairs, and `wireEnergy g w` is the area integral of `g p / √((p.1 - p.2) ^ 2 + w ^ 2)` over it. Lengths are in units of the wire length and the Coulomb prefactor is 1. There is no factor 1/2, so J(w), which is `wireEnergy (fun _ => 1) w`, is the mean repulsion of one pair of independent, uniformly distributed particles.

The four final theorems say the following.

- `wireEnergy_uniform` gives the closed form of J(w) for every w > 0.
- `wireEnergy_uniform_asymptotics` gives the limit −2. The filter `𝓝[>] 0` means that w approaches zero through positive values.
- `wireEnergy_pauli_bound` takes a measurable `g` with 0 ≤ g ≤ C(x − y)² on the square. It concludes that the integrand is integrable and that the energy lies in [0, C/3]. Integrability is stated separately because Lean assigns the value 0 to the integral of a non-integrable function.
- `wireEnergy_pauli_sharp` gives the limit C/3 for the quadratic factor with C ≥ 0.

The width stands for the transverse extent of the charge, which smooths the Coulomb singularity; the kernel is postulated, not obtained by averaging over transverse orbitals. The quadratic bound stands for antisymmetry: if two same-spin electrons share one transverse orbital, their wave function is antisymmetric in x and y. When smooth, it vanishes at least linearly at x = y, so its square vanishes at least quadratically, and C limits how steeply. The theorem assumes this bound and contains no wave function. It does not require `g` to be symmetric or normalised, and `g` may change with w as long as C stays fixed.

For density functionals, this finite model with a given pair factor illustrates a demand of dimensional crossover: for same-spin electrons that all occupy the lowest transverse mode of a thinning wire, with fixed smooth orbitals along it, exchange has to cancel the logarithm in the direct repulsion.

```lean
import Mathlib

open MeasureTheory Set Filter Topology

namespace WireCrossover

noncomputable section

/-- Pairs of positions of two particles on a wire of unit length. -/
def unitSquare : Set (ℝ × ℝ) := Icc 0 1 ×ˢ Icc 0 1

/-- Repulsion energy on a wire of width `w > 0`, with pair factor `g` and the
softened Coulomb kernel `1 / √((x - y)² + w²)`. -/
def wireEnergy (g : ℝ × ℝ → ℝ) (w : ℝ) : ℝ :=
  ∫ p in unitSquare, g p / √((p.1 - p.2) ^ 2 + w ^ 2)

/-- The softened distance is the width times a function of the ratio `u / w`. -/
theorem softened_distance {w : ℝ} (hw : 0 < w) (u : ℝ) :
    √(u ^ 2 + w ^ 2) = w * √(1 + (u / w) ^ 2) := by
  have e : w * (u / w) = u := by field_simp
  have h : u ^ 2 + w ^ 2 = w ^ 2 * (1 + (u / w) ^ 2) := by
    linear_combination (-(w * (u / w) + u)) * e
  rw [h, Real.sqrt_mul (sq_nonneg w), Real.sqrt_sq hw.le]

/-- A continuous function of the two positions is integrable over the wire. -/
theorem integrableOn_unitSquare {f : ℝ × ℝ → ℝ} (hf : Continuous f) :
    IntegrableOn f unitSquare :=
  hf.continuousOn.integrableOn_compact (isCompact_Icc.prod isCompact_Icc)

/-- For a continuous function, the integral over pairs of positions can be done
one particle at a time. -/
theorem integral_unitSquare {f : ℝ × ℝ → ℝ} (hf : Continuous f) :
    ∫ p in unitSquare, f p = ∫ x in (0 : ℝ)..1, ∫ y in (0 : ℝ)..1, f (x, y) := by
  simp_rw [intervalIntegral.integral_of_le (zero_le_one' ℝ),
    ← integral_Icc_eq_integral_Ioc]
  exact setIntegral_prod f (integrableOn_unitSquare hf)

/-- The softened Coulomb kernel is the derivative of `arsinh (u / w)`. -/
theorem hasDerivAt_potential {w : ℝ} (hw : 0 < w) (u : ℝ) :
    HasDerivAt (fun v => Real.arsinh (v / w)) (1 / √(u ^ 2 + w ^ 2)) u := by
  refine ((Real.hasDerivAt_arsinh (u / w)).comp u
    ((hasDerivAt_id' u).div_const w)).congr_deriv ?_
  rw [softened_distance hw]
  ring

/-- The function `u arsinh (u / w) - √(u² + w²)` has derivative `arsinh (u / w)`. -/
theorem hasDerivAt_primitive {w : ℝ} (hw : 0 < w) (u : ℝ) :
    HasDerivAt (fun v => v * Real.arsinh (v / w) - √(v ^ 2 + w ^ 2))
      (Real.arsinh (u / w)) u := by
  have h2 : HasDerivAt (fun v : ℝ => v ^ 2 + w ^ 2) (2 * u) u := by
    simpa using (hasDerivAt_pow 2 u).add_const (w ^ 2)
  have hs := h2.sqrt (by positivity)
  refine (((hasDerivAt_id' u).fun_mul (hasDerivAt_potential hw u)).fun_sub
    hs).congr_deriv ?_
  ring

/-- The mean distance between two independent uniform points on the wire is `1/3`. -/
theorem mean_separation : ∫ p in unitSquare, |p.1 - p.2| = 1 / 3 := by
  have inner : ∀ x ∈ Icc (0 : ℝ) 1,
      ∫ y in (0 : ℝ)..1, |x - y| = x ^ 2 - (x - 1 / 2) := by
    intro x hx
    have hi : ∀ a b : ℝ, IntervalIntegrable (fun y => |x - y|) volume a b :=
      fun a b => Continuous.intervalIntegrable (by fun_prop) a b
    -- split at the position of the first particle
    have h1 : ∫ y in (0 : ℝ)..x, |x - y| = ∫ y in (0 : ℝ)..x, (x - y) := by
      refine intervalIntegral.integral_congr fun y hy => ?_
      rw [uIcc_of_le hx.1] at hy
      exact abs_of_nonneg (sub_nonneg.2 hy.2)
    have h2 : ∫ y in x..1, |x - y| = ∫ y in x..1, (y - x) := by
      refine intervalIntegral.integral_congr fun y hy => ?_
      rw [uIcc_of_le hx.2] at hy
      exact (abs_sub_comm x y).trans (abs_of_nonneg (sub_nonneg.2 hy.1))
    rw [← intervalIntegral.integral_add_adjacent_intervals (hi 0 x) (hi x 1), h1, h2,
      intervalIntegral.integral_sub, intervalIntegral.integral_sub]
    · simp only [intervalIntegral.integral_const, integral_id, smul_eq_mul]
      ring
    all_goals exact Continuous.intervalIntegrable (by fun_prop) _ _
  rw [integral_unitSquare (f := fun p => |p.1 - p.2|) (by fun_prop)]
  calc _ = ∫ x in (0 : ℝ)..1, (x ^ 2 - (x - 1 / 2)) :=
        intervalIntegral.integral_congr fun x hx =>
          inner x (by rwa [uIcc_of_le (zero_le_one' ℝ)] at hx)
    _ = 1 / 3 := by
        rw [intervalIntegral.integral_sub, intervalIntegral.integral_sub]
        · simp only [intervalIntegral.integral_const, integral_id, integral_pow,
            smul_eq_mul]
          norm_num
        all_goals exact Continuous.intervalIntegrable (by fun_prop) _ _

/-- Closed form of the repulsion energy of a uniform wire of width `w`. -/
theorem wireEnergy_uniform {w : ℝ} (hw : 0 < w) :
    wireEnergy (fun _ => 1) w = 2 * (Real.arsinh (1 / w) - √(1 + w ^ 2) + w) := by
  have hk : Continuous fun u : ℝ => 1 / √(u ^ 2 + w ^ 2) :=
    continuous_const.div (by fun_prop) fun u => by positivity
  have ha : Continuous fun u : ℝ => Real.arsinh (u / w) :=
    Real.continuous_arsinh.comp (continuous_id.div_const w)
  have hb : Continuous fun u : ℝ => Real.arsinh ((u - 1) / w) :=
    ha.comp (continuous_id.sub continuous_const)
  -- potential at `x` of the uniform wire
  have inner : ∀ x : ℝ, ∫ y in (0 : ℝ)..1, 1 / √((x - y) ^ 2 + w ^ 2)
      = Real.arsinh (x / w) - Real.arsinh ((x - 1) / w) := by
    intro x
    rw [intervalIntegral.integral_comp_sub_left (fun u => 1 / √(u ^ 2 + w ^ 2)) x,
      intervalIntegral.integral_eq_sub_of_hasDerivAt
        (fun u _ => hasDerivAt_potential hw u) (hk.intervalIntegrable _ _), sub_zero]
  have outer : ∀ a b : ℝ, ∫ u in a..b, Real.arsinh (u / w)
      = (b * Real.arsinh (b / w) - √(b ^ 2 + w ^ 2))
        - (a * Real.arsinh (a / w) - √(a ^ 2 + w ^ 2)) := fun a b =>
    intervalIntegral.integral_eq_sub_of_hasDerivAt
      (fun u _ => hasDerivAt_primitive hw u) (ha.intervalIntegrable _ _)
  have e1 : Real.arsinh ((0 - 1) / w) = -Real.arsinh (1 / w) := by
    rw [← Real.arsinh_neg]
    congr 1
    ring
  have e0 : √((0 : ℝ) ^ 2 + w ^ 2) = w := by
    rw [show (0 : ℝ) ^ 2 + w ^ 2 = w ^ 2 by ring, Real.sqrt_sq hw.le]
  unfold wireEnergy
  rw [integral_unitSquare (f := fun p => 1 / √((p.1 - p.2) ^ 2 + w ^ 2))
    (hk.comp (continuous_fst.sub continuous_snd))]
  simp only [inner]
  rw [intervalIntegral.integral_sub (ha.intervalIntegrable _ _)
      (hb.intervalIntegrable _ _),
    intervalIntegral.integral_comp_sub_right (fun u => Real.arsinh (u / w)) 1,
    outer, outer, e1, sub_self (1 : ℝ), e0,
    show ((0 : ℝ) - 1) ^ 2 = 1 by norm_num, one_pow]
  ring

/-- As the width decreases to zero, the energy of the uniform wire minus
`2 log (2 / w)` tends to `-2`. -/
theorem wireEnergy_uniform_asymptotics :
    Tendsto (fun w => wireEnergy (fun _ => 1) w - 2 * Real.log (2 / w))
      (𝓝[>] 0) (𝓝 (-2)) := by
  have hl : Continuous fun w : ℝ => Real.log ((1 + √(1 + w ^ 2)) / 2) :=
    Continuous.log (by fun_prop) fun w => by positivity
  have hs : Continuous fun w : ℝ => √(1 + w ^ 2) := by fun_prop
  have hc : Continuous fun w : ℝ =>
      2 * (Real.log ((1 + √(1 + w ^ 2)) / 2) - √(1 + w ^ 2) + w) :=
    continuous_const.mul ((hl.sub hs).add continuous_id)
  have h0 : 2 * (Real.log ((1 + √(1 + (0 : ℝ) ^ 2)) / 2) - √(1 + (0 : ℝ) ^ 2) + 0)
      = -2 := by norm_num
  rw [← h0]
  refine ((hc.tendsto 0).mono_left nhdsWithin_le_nhds).congr' ?_
  filter_upwards [self_mem_nhdsWithin] with w hw
  replace hw : 0 < w := hw
  -- separate the logarithmic divergence from `arsinh`
  have key : Real.arsinh (1 / w)
      = Real.log ((1 + √(1 + w ^ 2)) / 2) + Real.log (2 / w) := by
    have r := softened_distance hw 1
    rw [one_pow] at r
    rw [← Real.log_mul (by positivity) (by positivity), Real.arsinh, r]
    congr 1
    generalize √(1 + (1 / w) ^ 2) = S
    field_simp
  rw [wireEnergy_uniform hw, key]
  ring

/-- A measurable pair factor between `0` and `C (x - y)²` gives an integrable
repulsion whose energy lies between `0` and `C / 3` at every width. -/
theorem wireEnergy_pauli_bound {g : ℝ × ℝ → ℝ} {C w : ℝ} (hw : 0 < w)
    (hg : Measurable g) (h0 : ∀ p ∈ unitSquare, 0 ≤ g p)
    (h1 : ∀ p ∈ unitSquare, g p ≤ C * (p.1 - p.2) ^ 2) :
    IntegrableOn (fun p => g p / √((p.1 - p.2) ^ 2 + w ^ 2)) unitSquare ∧
      0 ≤ wireEnergy g w ∧ wireEnergy g w ≤ C / 3 := by
  have hm : MeasurableSet unitSquare := measurableSet_Icc.prod measurableSet_Icc
  have hC : 0 ≤ C := by
    have hp : ((0 : ℝ), (1 : ℝ)) ∈ unitSquare := by simp [unitSquare]
    have h := (h0 _ hp).trans (h1 _ hp)
    norm_num at h
    exact h
  have hpos : ∀ p ∈ unitSquare, 0 ≤ g p / √((p.1 - p.2) ^ 2 + w ^ 2) :=
    fun p hp => div_nonneg (h0 p hp) (Real.sqrt_nonneg _)
  -- the bound on the pair factor gives a bound on the integrand that is independent of `w`
  have hle : ∀ p ∈ unitSquare,
      g p / √((p.1 - p.2) ^ 2 + w ^ 2) ≤ C * |p.1 - p.2| := by
    intro p hp
    have ha : |p.1 - p.2| ≤ √((p.1 - p.2) ^ 2 + w ^ 2) :=
      Real.abs_le_sqrt (by nlinarith [sq_nonneg w])
    rw [div_le_iff₀ (by positivity)]
    calc g p ≤ C * (p.1 - p.2) ^ 2 := h1 p hp
      _ = C * |p.1 - p.2| * |p.1 - p.2| := by rw [← sq_abs]; ring
      _ ≤ _ := mul_le_mul_of_nonneg_left ha (by positivity)
  have hb : IntegrableOn (fun p : ℝ × ℝ => C * |p.1 - p.2|) unitSquare :=
    integrableOn_unitSquare (by fun_prop)
  have hd : Measurable fun p : ℝ × ℝ => √((p.1 - p.2) ^ 2 + w ^ 2) :=
    Continuous.measurable (by fun_prop)
  have hi : IntegrableOn (fun p => g p / √((p.1 - p.2) ^ 2 + w ^ 2)) unitSquare := by
    refine Integrable.mono' hb (hg.div hd).aestronglyMeasurable ?_
    refine (ae_restrict_iff' hm).2 (ae_of_all _ fun p hp => ?_)
    rw [Real.norm_of_nonneg (hpos p hp)]
    exact hle p hp
  refine ⟨hi, setIntegral_nonneg hm hpos, ?_⟩
  calc wireEnergy g w ≤ ∫ p in unitSquare, C * |p.1 - p.2| :=
        setIntegral_mono_on hi hb hm hle
    _ = C / 3 := by rw [integral_const_mul, mean_separation]; ring

/-- For the pair factor `C (x - y)²` with `C ≥ 0`, the energy tends to `C / 3` as the width
decreases to zero. -/
theorem wireEnergy_pauli_sharp {C : ℝ} (hC : 0 ≤ C) :
    Tendsto (fun w => wireEnergy (fun p => C * (p.1 - p.2) ^ 2) w)
      (𝓝[>] 0) (𝓝 (C / 3)) := by
  have hm : MeasurableSet unitSquare := measurableSet_Icc.prod measurableSet_Icc
  have hg : Measurable fun p : ℝ × ℝ => C * (p.1 - p.2) ^ 2 :=
    Continuous.measurable (by fun_prop)
  have hlow : Tendsto (fun w : ℝ => C * (1 / 3 - w)) (𝓝[>] 0) (𝓝 (C / 3)) := by
    have hc : Continuous fun w : ℝ => C * (1 / 3 - w) := by fun_prop
    rw [show C / 3 = C * (1 / 3 - 0) by ring]
    exact (hc.tendsto 0).mono_left nhdsWithin_le_nhds
  have hbound := fun (w : ℝ) (hw : 0 < w) => wireEnergy_pauli_bound (C := C) hw hg
    (fun p _ => by positivity) (fun p _ => le_refl _)
  refine tendsto_of_tendsto_of_tendsto_of_le_of_le' hlow tendsto_const_nhds ?_ ?_
  · filter_upwards [self_mem_nhdsWithin] with w hw
    replace hw : 0 < w := hw
    have hsep : IntegrableOn (fun p : ℝ × ℝ => |p.1 - p.2|) unitSquare :=
      integrableOn_unitSquare (by fun_prop)
    have hconst : IntegrableOn (fun _ : ℝ × ℝ => w) unitSquare :=
      integrableOn_unitSquare continuous_const
    have hw1 : ∫ _p in unitSquare, w = w := by
      rw [integral_unitSquare (f := fun _ => w) continuous_const]
      simp
    calc C * (1 / 3 - w) = ∫ p in unitSquare, C * (|p.1 - p.2| - w) := by
          rw [integral_const_mul, integral_sub hsep hconst, mean_separation, hw1]
      _ ≤ _ := by
          refine setIntegral_mono_on (integrableOn_unitSquare (by fun_prop))
            (hbound w hw).1 hm fun p _ => ?_
          have ha : |p.1 - p.2| ≤ √((p.1 - p.2) ^ 2 + w ^ 2) :=
            Real.abs_le_sqrt (by nlinarith [sq_nonneg w])
          have hs : √((p.1 - p.2) ^ 2 + w ^ 2) ≤ |p.1 - p.2| + w := by
            rw [Real.sqrt_le_iff, ← sq_abs (p.1 - p.2)]
            exact ⟨by positivity, by nlinarith [mul_nonneg (abs_nonneg (p.1 - p.2)) hw.le]⟩
          rw [le_div_iff₀ (by positivity), mul_assoc]
          refine mul_le_mul_of_nonneg_left ?_ hC
          nlinarith [mul_nonneg (abs_nonneg (p.1 - p.2)) (sub_nonneg.2 hs),
            mul_nonneg hw.le (sub_nonneg.2 ha), sq_abs (p.1 - p.2)]
  · filter_upwards [self_mem_nhdsWithin] with w hw
    exact (hbound w hw).2.2

end

end WireCrossover
```

```lean
#print axioms WireCrossover.wireEnergy_uniform_asymptotics
-- 'WireCrossover.wireEnergy_uniform_asymptotics' depends on axioms: [propext, Classical.choice, Quot.sound]
#print axioms WireCrossover.wireEnergy_pauli_bound
-- 'WireCrossover.wireEnergy_pauli_bound' depends on axioms: [propext, Classical.choice, Quot.sound]
#print axioms WireCrossover.wireEnergy_pauli_sharp
-- 'WireCrossover.wireEnergy_pauli_sharp' depends on axioms: [propext, Classical.choice, Quot.sound]
```

## How the proof follows the calculation

`softened_distance` factors w out of the square root. With it, `hasDerivAt_potential` proves A′ = 1/√(u² + w²), and `hasDerivAt_primitive` proves B′ = A. `integral_unitSquare` is Fubini's theorem for continuous functions, whose integrability comes from compactness of the square.

In `wireEnergy_uniform`, `inner` is the integral over y and `outer` is the fundamental theorem of calculus applied to B. The facts `e1` and `e0` supply the oddness of arsinh and the value √(w²) = w, after which `ring` collects the endpoint terms.

In the asymptotic theorem, `key` is the splitting of arsinh into two logarithms. The remaining expression is shown to be continuous, and `congr'` transfers its limit to the energy minus 2 log(2/w), since the two agree for w > 0.

`mean_separation` splits the y-integral at y = x, where |x − y| changes its form, and obtains 1/3. In `wireEnergy_pauli_bound`, C ≥ 0 is derived by evaluating the hypotheses at the pair (0, 1). The step `hle` is the pointwise bound g/s ≤ C r. It is used twice: `Integrable.mono'` turns it into integrability, and `setIntegral_mono_on` into the energy bound.

`wireEnergy_pauli_sharp` squeezes the energy between C(1/3 − w) and C/3. Its last `nlinarith` call receives the two products r(r + w − s) ≥ 0 and w(s − r) ≥ 0 from the identity above.

## The diagonal cell in a grid calculation

In a one-dimensional code with a piecewise constant density on cells of length h, one possible shortcut is to sample the repulsion of a cell with itself at zero separation, which gives 1/w. When w is much smaller than h, this badly overestimates the cell average. Rescaling the cell to unit length gives the exact average,

    J(w/h) / h,

which grows only logarithmically as w decreases. This rescaling is a short change of variables that the file does not contain. The closed form also tests a quadrature routine: at w = 0.1 it gives J ≈ 4.186.
